# The gradient of an energy with augmented density: the screened effective Hamiltonian

When the density of an orbital is just its square on a grid, $n_r = x_r^2$, differentiating an interaction energy $\tfrac12 n^T K n$ with symmetric $K$ adds the local potential $v = Kn$ to the diagonal of the Hamiltonian and nothing else. That rule fails once the density carries an augmentation charge. Take one grid point and one projector, with numbers $h$, $k$, $q$, density $n = (1+q)x^2$ and energy $E = hx^2 + \tfrac12 k n^2$. Then $dE/dx = 2hx + 2k(1+q)^2x^3$, while the local rule with $v = kn$ gives $2(h+v)x = 2hx + 2k(1+q)x^3$. The difference $2vq\,x$ is the potential acting on the augmentation charge. A minimiser that used the local rule would follow a vector that is not the gradient, and its fixed points would in general not be stationary points of $E$. The missing term is the screening of the projector coefficients familiar from ultrasoft pseudopotentials, derived here for a single real orbital on a finite grid with an interaction quadratic in the density.

## The model

Grid points are labelled by $r, i, j$ in a finite type `ι`, and projectors by $\alpha, \beta$ in a finite type `κ`. The orbital is a real vector $x$, a function `ι → ℝ`. In the code `⬝ᵥ` is the dot product, `*ᵥ` applies a matrix to a vector, and `ᵀ` is the transpose. Sums over the grid carry no volume element, so any quadrature weight must be absorbed into $x$ and the matrices.

In Lean 4 with Mathlib:

```lean
import Mathlib

open Matrix

namespace AugmentedScreening

noncomputable section

variable {ι κ : Type*} [Fintype ι] [DecidableEq ι] [Fintype κ]
```

The matrix $P$ has the projectors as columns, so $(P^Tx)_\alpha = \sum_i P_{i\alpha}x_i$ is the projection of the orbital on projector $\alpha$. Each grid point $r$ carries a matrix $Q_r$ in projector space, whose entry $(Q_r)_{\alpha\beta}$ is the value at $r$ of the augmentation function of the pair $\alpha\beta$. The augmented density is
$$n_r(x) = x_r^2 + (P^Tx)^T Q_r (P^Tx).$$
Nothing is assumed about the sign of $Q_r$, so $n_r$ need not be nonnegative.

```lean
/-- Augmented density at grid point `r`: smooth part `x_r²` plus the augmentation charge
`(Pᵀx)ᵀ Q_r (Pᵀx)`. -/
def augDensity (P : Matrix ι κ ℝ) (Q : ι → Matrix κ κ ℝ) (x : ι → ℝ) (r : ι) : ℝ :=
  x r ^ 2 + (Pᵀ *ᵥ x) ⬝ᵥ Q r *ᵥ (Pᵀ *ᵥ x)
```

With $H_0$ the fixed one-particle matrix (kinetic energy, any bare projector term, and a fixed local potential $w$, which, if it couples to the augmented density, enters $H_0$ as $\operatorname{diag}(w) + P\big(\sum_r w_r Q_r\big)P^T$) and $K$ the interaction kernel, the energy is
$$E(x) = x^T H_0 x + \tfrac12\, n(x)^T K\, n(x).$$
This is one orbital with occupation one and a Hartree-type interaction, self-interaction included. There is no exchange-correlation functional and there are no separate one-centre energies as in the projector augmented-wave method. $P$ and $Q_r$ are fixed, so forces on atoms are not treated.

```lean
/-- Total energy `xᵀ H0 x + nᵀ K n / 2` with `n` the augmented density of `x`. -/
def energy (H0 K : Matrix ι ι ℝ) (P : Matrix ι κ ℝ) (Q : ι → Matrix κ κ ℝ) (x : ι → ℝ) : ℝ :=
  x ⬝ᵥ H0 *ᵥ x + augDensity P Q x ⬝ᵥ K *ᵥ augDensity P Q x / 2
```

The density generates the local potential $v(x) = K\,n(x)$.

```lean
/-- Local potential `v = K n(x)` generated by the augmented density. -/
def potential (K : Matrix ι ι ℝ) (P : Matrix ι κ ℝ) (Q : ι → Matrix κ κ ℝ) (x : ι → ℝ) :
    ι → ℝ :=
  K *ᵥ augDensity P Q x
```

For any vector $v$ on the grid, the screened coefficients are $D(v) = \sum_r v_r Q_r$, the grid version of the integral of the potential against the augmentation functions. `screened` holds only this potential-dependent part, since bare coefficients belong to $H_0$.

```lean
/-- Screened projector coefficients `D(v) = ∑ v_r Q_r`. -/
def screened (Q : ι → Matrix κ κ ℝ) (v : ι → ℝ) : Matrix κ κ ℝ := ∑ r, v r • Q r
```

The effective Hamiltonian is $H(v) = H_0 + \operatorname{diag}(v) + P D(v) P^T$. It takes $v$ as an independent argument, and the theorems insert `potential K P Q x` for it.

```lean
/-- Effective Hamiltonian `H(v) = H0 + diag v + P D(v) Pᵀ`. -/
def effHamiltonian (H0 : Matrix ι ι ℝ) (P : Matrix ι κ ℝ) (Q : ι → Matrix κ κ ℝ)
    (v : ι → ℝ) : Matrix ι ι ℝ :=
  H0 + diagonal v + P * screened Q v * Pᵀ
```

With $e_r$ the unit vector at point $r$, the density operator is $N_r = e_r e_r^T + P Q_r P^T$. The code writes $e_re_r^T$ as the diagonal matrix with diagonal $e_r$, which is `diagonal (Pi.single r 1)`.

```lean
/-- Augmented density operator `N_r = e_r e_rᵀ + P Q_r Pᵀ`. -/
def densityOp (P : Matrix ι κ ℝ) (Q : ι → Matrix κ κ ℝ) (r : ι) : Matrix ι ι ℝ :=
  diagonal (Pi.single r 1) + P * Q r * Pᵀ
```

The overlap operator is $S = 1 + P\big(\sum_r Q_r\big)P^T$. It is nowhere assumed to be positive definite or invertible.

```lean
/-- Overlap operator `S = 1 + P (∑ Q_r) Pᵀ`. -/
def overlap (P : Matrix ι κ ℝ) (Q : ι → Matrix κ κ ℝ) : Matrix ι ι ℝ :=
  1 + P * (∑ r, Q r) * Pᵀ
```

If `κ` is empty, the projector terms vanish and the model reduces to $n_r = x_r^2$, $S = 1$ and $H(v) = H_0 + \operatorname{diag}(v)$.

## Quadratic forms along a curve

Let $\gamma(s)$ be a curve of vectors with velocity $\gamma'$ at $s = t$, and let $A$ be a symmetric matrix. The product rule applied to $\sum_i \gamma_i \sum_j A_{ij}\gamma_j$ gives
$$\frac{d}{ds}\,\gamma^T A \gamma\,\Big|_{s=t} = \gamma'^T A \gamma(t) + \gamma(t)^T A \gamma' = 2\,\gamma'^T A\,\gamma(t),$$
where the last step uses $A^T = A$. The hypothesis `HasDerivAt γ γ' t` says that the curve is differentiable at $t$ with velocity $\gamma'$, and `A.IsSymm` is $A^T = A$.

```lean
variable {H0 K : Matrix ι ι ℝ} {P : Matrix ι κ ℝ} {Q : ι → Matrix κ κ ℝ}

omit [DecidableEq ι] in
/-- Along a curve `γ` with velocity `γ'`, a symmetric quadratic form `γᵀ A γ` changes at the
rate `2 γ'ᵀ A γ`. -/
theorem quadForm_hasDerivAt {A : Matrix ι ι ℝ} (hA : A.IsSymm) {γ : ℝ → ι → ℝ}
    {γ' : ι → ℝ} {t : ℝ} (hγ : HasDerivAt γ γ' t) :
    HasDerivAt (fun s => γ s ⬝ᵥ A *ᵥ γ s) (2 * γ' ⬝ᵥ A *ᵥ γ t) t := by
  have hc := hasDerivAt_pi.1 hγ
  have h : HasDerivAt (fun s => ∑ i, γ s i * ∑ j, A i j * γ s j)
      (∑ i, (γ' i * ∑ j, A i j * γ t j + γ t i * ∑ j, A i j * γ' j)) t :=
    HasDerivAt.fun_sum fun i _ =>
      (hc i).fun_mul (HasDerivAt.fun_sum fun j _ => (hc j).const_mul (A i j))
  -- symmetry makes the two product-rule terms equal
  have hs : γ t ⬝ᵥ A *ᵥ γ' = γ' ⬝ᵥ A *ᵥ γ t := by
    rw [dotProduct_mulVec, ← mulVec_transpose, hA.eq, dotProduct_comm]
  refine h.congr_deriv ?_
  rw [Finset.sum_add_distrib]
  change γ' ⬝ᵥ A *ᵥ γ t + γ t ⬝ᵥ A *ᵥ γ' = _
  rw [hs, two_mul]
```

Here `hc` splits the velocity into components, `h` is the product rule under the two sums, and `hs` is the equality of the two terms.

## The density as an expectation value

Since $x^T e_r e_r^T x = x_r^2$ and $x^T P Q_r P^T x = (P^Tx)^T Q_r (P^Tx)$, the sum of the two gives $n_r(x) = x^T N_r x$. These two identities are `h1` and `h2`, and no symmetry is used.

```lean
/-- The augmented density is the expectation value `xᵀ N_r x` of the density operator. -/
theorem augDensity_eq (x : ι → ℝ) (r : ι) :
    augDensity P Q x r = x ⬝ᵥ densityOp P Q r *ᵥ x := by
  have h1 : x ⬝ᵥ diagonal (Pi.single r (1 : ℝ)) *ᵥ x = x r ^ 2 := by
    simp [dotProduct, mulVec_diagonal, Pi.single_apply, sq]
  have h2 : x ⬝ᵥ (P * Q r * Pᵀ) *ᵥ x = (Pᵀ *ᵥ x) ⬝ᵥ Q r *ᵥ (Pᵀ *ᵥ x) := by
    rw [← mulVec_mulVec, ← mulVec_mulVec, dotProduct_mulVec x P, ← mulVec_transpose P x]
  unfold augDensity densityOp
  rw [add_mulVec, dotProduct_add, h1, h2]
```

Weighting by a potential and summing over the grid, the first parts give $\sum_r v_r e_re_r^T = \operatorname{diag}(v)$, checked entry by entry in `hd`. In the second parts the constant matrices $P$ and $P^T$ move outside the sum:
$$\sum_r v_r N_r = \operatorname{diag}(v) + P\Big(\sum_r v_r Q_r\Big)P^T = \operatorname{diag}(v) + P D(v) P^T.$$

```lean
/-- The density operators weighted by a potential sum to the local term plus the screened
projector term: `∑ v_r N_r = diag v + P D(v) Pᵀ`. -/
theorem sum_densityOp (v : ι → ℝ) :
    ∑ r, v r • densityOp P Q r = diagonal v + P * screened Q v * Pᵀ := by
  have hd : ∑ r, v r • diagonal (Pi.single r (1 : ℝ)) = diagonal v := by
    ext i j
    by_cases h : i = j
    · subst h
      simp [Matrix.sum_apply, Pi.single_apply]
    · simp [Matrix.sum_apply, h]
  simp only [densityOp, smul_add, Finset.sum_add_distrib, screened, Matrix.mul_sum,
    Matrix.sum_mul, Matrix.mul_smul, Matrix.smul_mul, hd]
```

Taking the matrix element between arbitrary vectors $d$ and $x$ and using linearity gives the form used below:
$$d^T\big(\operatorname{diag}(v) + P D(v) P^T\big)x = \sum_r v_r\, d^T N_r x.$$

```lean
/-- Matrix elements of the potential terms: `dᵀ (diag v + P D(v) Pᵀ) x = ∑ v_r dᵀ N_r x`. -/
theorem potential_pairing (v d x : ι → ℝ) :
    d ⬝ᵥ (diagonal v + P * screened Q v * Pᵀ) *ᵥ x
      = ∑ r, v r * d ⬝ᵥ densityOp P Q r *ᵥ x := by
  rw [← sum_densityOp, Matrix.sum_mulVec, dotProduct_sum]
  refine Finset.sum_congr rfl fun r _ => ?_
  rw [Matrix.smul_mulVec, dotProduct_smul, smul_eq_mul]
```

## The rate of change of the energy

Now let $H_0$, $K$ and every $Q_r$ be symmetric. Then $N_r^T = e_re_r^T + P Q_r^T P^T = N_r$, and the rule for quadratic forms gives the velocity of the density along the curve, $\dot n_r = 2\gamma'^T N_r \gamma$, with $\gamma$ standing for $\gamma(t)$. The interaction is itself a quadratic form, with matrix $K$, along the curve $s \mapsto n(\gamma(s))$, so
$$\frac{d}{ds}\,\tfrac12 n^TKn = \dot n^T K n = \sum_r v_r \dot n_r = 2\sum_r v_r\,\gamma'^T N_r \gamma, \qquad v = K n(\gamma).$$
The matrix-element identity turns the last sum into $2\gamma'^T(\operatorname{diag}(v) + PD(v)P^T)\gamma$. Adding $2\gamma'^T H_0\gamma$ from the one-particle term gives
$$\frac{d}{ds}E(\gamma(s))\Big|_{s=t} = 2\,\gamma'^T H\big(v(\gamma)\big)\gamma.$$

```lean
/-- For symmetric `H0`, `K`, `Q_r`, along a curve `γ` with velocity `γ'` the energy changes at
the rate `2 γ'ᵀ H(v) γ` with `v = K n(γ)`. -/
theorem energy_hasDerivAt (hH : H0.IsSymm) (hK : K.IsSymm) (hQ : ∀ r, (Q r).IsSymm)
    {γ : ℝ → ι → ℝ} {γ' : ι → ℝ} {t : ℝ} (hγ : HasDerivAt γ γ' t) :
    HasDerivAt (fun s => energy H0 K P Q (γ s))
      (2 * γ' ⬝ᵥ effHamiltonian H0 P Q (potential K P Q (γ t)) *ᵥ γ t) t := by
  have hN : ∀ r, (densityOp P Q r).IsSymm := fun r => by
    simp [Matrix.IsSymm, densityOp, transpose_add, transpose_mul, (hQ r).eq, Matrix.mul_assoc]
  -- rate of change of the density
  have hn : HasDerivAt (fun s => augDensity P Q (γ s))
      (fun r => 2 * γ' ⬝ᵥ densityOp P Q r *ᵥ γ t) t :=
    hasDerivAt_pi.2 fun r => by
      simp only [augDensity_eq]
      exact quadForm_hasDerivAt (hN r) hγ
  -- chain rule: the interaction term is a quadratic form in the density
  have h := (quadForm_hasDerivAt hH hγ).fun_add ((quadForm_hasDerivAt hK hn).div_const 2)
  have key : ∀ a v : ι → ℝ, (fun r => 2 * a r) ⬝ᵥ v = 2 * ∑ r, v r * a r := by
    intro a v
    simp only [dotProduct, Finset.mul_sum]
    exact Finset.sum_congr rfl fun r _ => by ring
  have hk : (fun r => 2 * γ' ⬝ᵥ densityOp P Q r *ᵥ γ t) ⬝ᵥ K *ᵥ augDensity P Q (γ t)
      = 2 * ∑ r, (K *ᵥ augDensity P Q (γ t)) r * γ' ⬝ᵥ densityOp P Q r *ᵥ γ t :=
    key (fun r => γ' ⬝ᵥ densityOp P Q r *ᵥ γ t) _
  refine h.congr_deriv ?_
  unfold effHamiltonian potential
  rw [add_assoc, add_mulVec, dotProduct_add, potential_pairing]
  linarith [hk]
```

In the proof `hN` is the symmetry of $N_r$ and `hn` the velocity of the density. The term `h` applies `quadForm_hasDerivAt` once to $H_0$ along $\gamma$ and once to $K$ along the density curve, `hk` writes $\dot n^TKn$ as the weighted sum, and `potential_pairing` closes the comparison with $H(v)$.

## The gradient

A vector $g$ is the gradient of $E$ at $x$ when $E(y) = E(x) + g^T(y-x) + o(\lVert y-x\rVert)$. The energy is a polynomial of degree at most four in the components of $y$, so it is differentiable, and its differential at $x$ is fixed by its values on directions $d$. On the line $\gamma(t) = x + td$ the velocity is $d$ and $\gamma(0) = x$, so the previous step gives $2\,d^T H(v(x))x$ for every $d$. Therefore
$$\nabla E(x) = 2\Big(H_0 + \operatorname{diag}(v) + P\Big(\sum_r v_rQ_r\Big)P^T\Big)x, \qquad v = K n(x).$$

The statement `energy_hasGradientAt` says this for all symmetric $H_0$, $K$, $Q_r$, every $P$ and every $x$, normalised or not. A gradient depends on an inner product, so $x$ is taken in `EuclideanSpace ℝ ι`, whose inner product is the plain dot product and not the bilinear form $x^TSy$, which is an inner product only when $S$ is positive definite. The maps `.ofLp` and `WithLp.toLp 2` pass between that space and bare functions without changing any component. `HasGradientAt` is the expansion above with its small remainder, a stronger statement than the existence of directional derivatives. The factor 2 comes from differentiating with respect to a real vector.

```lean
/-- For symmetric `H0`, `K`, `Q_r` the gradient of the energy is
`2 (H0 + diag v + P (∑ v_r Q_r) Pᵀ) x` with `v = K n(x)`. -/
theorem energy_hasGradientAt (hH : H0.IsSymm) (hK : K.IsSymm) (hQ : ∀ r, (Q r).IsSymm)
    (x : EuclideanSpace ℝ ι) :
    HasGradientAt (fun y : EuclideanSpace ℝ ι => energy H0 K P Q y.ofLp)
      (WithLp.toLp 2 ((2 : ℝ) • effHamiltonian H0 P Q (potential K P Q x.ofLp) *ᵥ x.ofLp))
      x := by
  -- the energy is a polynomial in the components
  have hp : Differentiable ℝ (fun y : ι → ℝ =>
      y ⬝ᵥ H0 *ᵥ y + augDensity P Q y ⬝ᵥ K *ᵥ augDensity P Q y / 2) := by
    simp only [dotProduct, mulVec, augDensity]
    fun_prop
  have hd : Differentiable ℝ (fun y : EuclideanSpace ℝ ι => energy H0 K P Q y.ofLp) :=
    hp.comp (EuclideanSpace.equiv ι ℝ).differentiable
  have hf := (hd x).hasFDerivAt
  rw [hasGradientAt_iff_hasFDerivAt]
  refine hf.congr_fderiv (ContinuousLinearMap.ext fun d => ?_)
  -- identify the derivative on straight lines through `x`
  have h1 : HasDerivAt (fun t : ℝ => energy H0 K P Q (x.ofLp + t • d.ofLp)) _ 0 :=
    hf.hasLineDerivAt d
  have hl := ((hasDerivAt_id' (0 : ℝ)).smul_const d.ofLp).const_add x.ofLp
  have h2 := energy_hasDerivAt (P := P) hH hK hQ hl
  simp only [zero_smul, add_zero, one_smul] at h2
  refine (h1.unique h2).trans ?_
  change _ = inner ℝ (WithLp.toLp 2
    ((2 : ℝ) • effHamiltonian H0 P Q (potential K P Q x.ofLp) *ᵥ x.ofLp)) d
  rw [EuclideanSpace.inner_eq_star_dotProduct, star_trivial]
  simp only [dotProduct_smul, smul_eq_mul]
```

Differentiability of the polynomial is `hp`, carried to Euclidean space in `hd`. For a direction `d`, `h1` computes the derivative along the line from the differential and `h2` computes it from `energy_hasDerivAt`. Uniqueness of derivatives equates them, and the last lines rewrite the inner product of the claimed gradient with `d` as a dot product.

## Charge and the generalized eigenvalue equation

Setting $v_r = 1$ for all $r$ and $d = x$ in the matrix-element identity gives $\operatorname{diag}(v) = 1$ and $D(v) = \sum_r Q_r$, so the total charge is the overlap form of the orbital:
$$\sum_r n_r(x) = \sum_r x^TN_rx = x^T S x.$$
Unit charge therefore means $x^TSx = 1$, not $x^Tx = 1$.

```lean
/-- The total augmented charge is the quadratic form of the overlap operator: `∑ n_r(x) = xᵀ S x`. -/
theorem total_charge (x : ι → ℝ) : ∑ r, augDensity P Q x r = x ⬝ᵥ overlap P Q *ᵥ x := by
  have h := potential_pairing (P := P) (Q := Q) (fun _ => 1) x x
  simp only [screened, one_smul, one_mul, diagonal_one] at h
  simp only [augDensity_eq]
  exact h.symm
```

For a real multiplier $\varepsilon$ consider $L(x) = E(x) - \varepsilon\big(\sum_r n_r(x) - 1\big)$. The matrix $S$ is symmetric because each $Q_r$ is. Replacing the charge by $x^TSx$ and differentiating along $x + td$ at $t=0$ gives
$$\frac{d}{dt}L(x+td)\Big|_{t=0} = 2\,d^T R, \qquad R = H(v(x))\,x - \varepsilon S x.$$
If $R = 0$, the derivative vanishes for every $d$. Conversely, if it vanishes for every $d$, the choice $d = R$ gives $R^TR = 0$ and so $R = 0$. Stationarity of $L$ in all directions is thus equivalent to
$$H(v(x))\,x = \varepsilon S x,$$
a generalized eigenvalue equation that is nonlinear because $v$ depends on $x$.

The theorem holds for every $x$ and $\varepsilon$ and varies $x$ only. It does not impose the constraint $\sum_r n_r = 1$, and $x = 0$ satisfies both sides for any $\varepsilon$. It does not say that a normalised solution exists, that a constrained minimiser admits a multiplier, or that a stationary point is a minimum.

```lean
/-- For symmetric `H0`, `K`, `Q_r`, the Lagrangian `E - ε (∑ n_r - 1)` has zero derivative at
`x` in every direction exactly when `H(v) x = ε S x` with `v = K n(x)`. -/
theorem stationary_iff_generalized_eigen (hH : H0.IsSymm) (hK : K.IsSymm)
    (hQ : ∀ r, (Q r).IsSymm) (x : ι → ℝ) (ε : ℝ) :
    (∀ d : ι → ℝ, HasDerivAt (fun t : ℝ => energy H0 K P Q (x + t • d)
        - ε * (∑ r, augDensity P Q (x + t • d) r - 1)) 0 0) ↔
      effHamiltonian H0 P Q (potential K P Q x) *ᵥ x = ε • overlap P Q *ᵥ x := by
  have hS : (overlap P Q).IsSymm := by
    have hq : (∑ r, Q r)ᵀ = ∑ r, Q r := by
      rw [transpose_sum]
      exact Finset.sum_congr rfl fun r _ => (hQ r).eq
    simp [Matrix.IsSymm, overlap, transpose_add, transpose_mul, hq, Matrix.mul_assoc]
  -- the directional derivative is twice the overlap of `d` with the residual
  have hL : ∀ d : ι → ℝ, HasDerivAt (fun t : ℝ => energy H0 K P Q (x + t • d)
      - ε * (∑ r, augDensity P Q (x + t • d) r - 1))
      (2 * d ⬝ᵥ (effHamiltonian H0 P Q (potential K P Q x) *ᵥ x - ε • overlap P Q *ᵥ x))
      0 := by
    intro d
    have hl := ((hasDerivAt_id' (0 : ℝ)).smul_const d).const_add x
    have h := (energy_hasDerivAt (P := P) hH hK hQ hl).fun_sub
      (((quadForm_hasDerivAt hS hl).sub_const 1).const_mul ε)
    simp only [total_charge]
    refine h.congr_deriv ?_
    simp only [zero_smul, add_zero, one_smul, dotProduct_sub, dotProduct_smul, smul_eq_mul]
    ring
  constructor
  · intro h
    -- test with the residual itself
    have h0 := (hL _).unique
      (h (effHamiltonian H0 P Q (potential K P Q x) *ᵥ x - ε • overlap P Q *ᵥ x))
    exact sub_eq_zero.1 (dotProduct_self_eq_zero.1 (by linarith))
  · intro h d
    refine (hL d).congr_deriv ?_
    rw [h, sub_self, dotProduct_zero, mul_zero]
```

The symmetry of $S$ is `hS`, the directional derivative $2d^TR$ is `hL`, and `h0` is the test with the residual, after which `dotProduct_self_eq_zero` gives $R = 0$.

## Double counting

With $d = x$, the matrix-element identity and $x^TN_rx = n_r$ show that the expectation value of $H(v)$ contains the whole of $n^Tv$, with $n = n(x)$ and $v = Kn$:
$$x^TH(v)x = x^TH_0x + \sum_r v_rn_r = x^TH_0x + n^Tv.$$
The energy contains only half of it, so
$$E(x) = x^TH(v)x - \tfrac12\, n^Tv.$$
This holds for every $x$ and needs no symmetry of $H_0$, $K$ or $Q_r$. The correction is formed with the full augmented density, not with $x_r^2$ alone. For a solution of the eigenvalue equation with $x^TSx = 1$, multiplying that equation by $x^T$ gives $x^TH(v)x = \varepsilon$ and hence $E = \varepsilon - \tfrac12 n^Tv$, a combination that is not stated as a theorem here. The proof expands $H(v)$, applies `potential_pairing`, folds $x^TN_rx$ back into $n_r$ with `augDensity_eq`, and uses `h` to identify $n^TKn$ with $\sum_r v_rn_r$.

```lean
/-- Double-counting correction: `E(x) = xᵀ H(v) x - nᵀ v / 2` with `v = K n(x)`. -/
theorem energy_double_counting (x : ι → ℝ) :
    energy H0 K P Q x = x ⬝ᵥ effHamiltonian H0 P Q (potential K P Q x) *ᵥ x
      - augDensity P Q x ⬝ᵥ potential K P Q x / 2 := by
  have h : augDensity P Q x ⬝ᵥ K *ᵥ augDensity P Q x
      = ∑ r, (K *ᵥ augDensity P Q x) r * augDensity P Q x r := dotProduct_comm _ _
  unfold energy effHamiltonian potential
  rw [add_assoc, add_mulVec, dotProduct_add, potential_pairing]
  simp only [← augDensity_eq]
  linarith [h]

end

end AugmentedScreening
```

```lean
#print axioms AugmentedScreening.energy_hasGradientAt
#print axioms AugmentedScreening.stationary_iff_generalized_eigen
#print axioms AugmentedScreening.energy_double_counting
```

```
'AugmentedScreening.energy_hasGradientAt' depends on axioms: [propext, Classical.choice, Quot.sound]
'AugmentedScreening.stationary_iff_generalized_eigen' depends on axioms: [propext, Classical.choice, Quot.sound]
'AugmentedScreening.energy_double_counting' depends on axioms: [propext, Classical.choice, Quot.sound]
```
